# An idempotent density allows its fragment block at most as many fractional occupations as there are environment orbitals

In each density-matrix embedding iteration I take the one-body density $D$ of the fragment from the correlated solver and fit a correlation potential $u$, so that the fragment block of the mean-field density of the one-body Hamiltonian $h+u$ reproduces $D$. Sometimes the fit stalls at a nonzero residual. I suspect a counting obstruction: if the mean-field state is a single determinant, its density $X$ on $n$ orthonormal spin orbitals is Hermitian and idempotent, and for a fragment of $p \le n$ orbitals its block $D$ should obey $\operatorname{rank}(D-D^2)\le n-p$. A target with more than $n-p$ fractional natural occupations could then not be matched exactly by any $u$. Is this right, and can it be made rigorous and machine-checked?

## The idempotency defect of the fragment block

It is right, and the electron number gives a second bound. Let $q=n-p$ be the number of environment orbitals and write

$$X=\begin{pmatrix} D & B\\ B' & E\end{pmatrix},$$

where $D$ is $p\times p$, $B$ is $p\times q$, $B'$ is $q\times p$ and $E$ is $q\times q$. The upper left block of $X^2=X$ reads $D^2+BB'=D$, so

$$D-D^2=BB'.$$

The rank of a product is at most the rank of either factor, and $B$ has $q$ columns, so $\operatorname{rank}(D-D^2)\le\operatorname{rank}B\le q$. Hermiticity has not been used.

Now let $D$ be Hermitian, $D=U\Lambda U^\dagger$, with $U$ unitary and $\Lambda$ the diagonal matrix of natural occupations $\lambda_i$. Since $U^\dagger U=1$,

$$D-D^2=U(\Lambda-\Lambda^2)U^\dagger .$$

Conjugation by $U$ preserves rank, the rank of a diagonal matrix is its number of nonzero entries, and $\lambda_i(1-\lambda_i)\neq0$ exactly when $\lambda_i\notin\{0,1\}$. The number $f(D)$ of fractional occupations therefore equals $\operatorname{rank}(D-D^2)$.

If $X$ is Hermitian, then $B'=B^\dagger$ and $D-D^2=BB^\dagger$. From $BB^\dagger v=0$ follows $\lVert B^\dagger v\rVert^2=v^\dagger BB^\dagger v=0$, so $BB^\dagger$ and $B^\dagger$ have the same kernel and

$$f(D)=\operatorname{rank}B\le q .$$

For a determinant of $N_e$ electrons, put the occupied orbitals in the columns of an $n\times N_e$ matrix $C$ with $C^\dagger C=1$. Then $X=CC^\dagger$ is Hermitian and $X^2=C(C^\dagger C)C^\dagger=X$. With $C_1$ the $p$ fragment rows of $C$, $D=C_1C_1^\dagger$, and $D-D^2=D(1-D)$ gives $f(D)\le\operatorname{rank}D\le\operatorname{rank}C_1\le N_e$. Together, $f(D)\le\min(q,N_e)$. A determinant of $N_e$ orthonormal eigenorbitals of $h+u$ has such a density $CC^\dagger$ whatever $u$ is, so a target with $f(D)>\min(q,N_e)$ cannot be matched by a single-determinant mean-field state. If the Fermi level of $h+u$ is degenerate and the degenerate shell is filled fractionally, the density is an ensemble even at zero temperature, and the argument does not apply. Since $f(D)\le p$, this bound can exclude a target only when $\min(q,N_e)<p$, that is, for a small environment or few electrons.

```lean
import Mathlib

open Matrix
open scoped ComplexOrder

namespace FragmentIdempotency

noncomputable section

variable {m k N : Type*} [Fintype m] [Fintype k] [Fintype N]

/-- The fragment block of a one-body density on fragment ⊕ environment orbitals. -/
def fragment (X : Matrix (m ⊕ k) (m ⊕ k) ℂ) : Matrix m m ℂ :=
  X.submatrix Sum.inl Sum.inl

/-- The fragment-environment coupling block of a one-body density. -/
def coupling (X : Matrix (m ⊕ k) (m ⊕ k) ℂ) : Matrix m k ℂ :=
  X.submatrix Sum.inl Sum.inr

/-- The number of natural occupations (eigenvalues, with multiplicity) of a Hermitian density
that are neither 0 nor 1. -/
def fractionalCount [DecidableEq m] {D : Matrix m m ℂ} (hD : D.IsHermitian) : ℕ :=
  Nat.card {i // hD.eigenvalues i ≠ 0 ∧ hD.eigenvalues i ≠ 1}

/-- The one-body density `C Cᴴ` built from the occupied orbitals in the columns of `C`. -/
def slaterDensity (C : Matrix (m ⊕ k) N ℂ) : Matrix (m ⊕ k) (m ⊕ k) ℂ :=
  C * Cᴴ

/-- `X` is the density of a determinant of `Ne` orthonormal eigenorbitals of the one-body
Hamiltonian `H`, for some choice of the occupied levels. -/
def IsMeanFieldDensity (H : Matrix (m ⊕ k) (m ⊕ k) ℂ) (Ne : ℕ)
    (X : Matrix (m ⊕ k) (m ⊕ k) ℂ) : Prop :=
  ∃ (C : Matrix (m ⊕ k) (Fin Ne) ℂ) (ε : Fin Ne → ℝ),
    Cᴴ * C = 1 ∧ H * C = C * diagonal (fun a => (ε a : ℂ)) ∧ X = slaterDensity C

/-- For an idempotent density, the idempotency defect `D - D²` of the fragment block is the
product of the two off-diagonal blocks. -/
theorem defect_eq {X : Matrix (m ⊕ k) (m ⊕ k) ℂ} (h : X * X = X) :
    fragment X - fragment X * fragment X = coupling X * X.submatrix Sum.inr Sum.inl := by
  ext i j
  -- split the sum in the fragment block of `X² = X`
  have e := congrFun (congrFun h (Sum.inl i)) (Sum.inl j)
  rw [mul_apply, Fintype.sum_sum_type] at e
  simp only [fragment, coupling, Matrix.sub_apply, Matrix.mul_apply, Matrix.submatrix_apply]
  linear_combination -e

/-- If `D` is the leading `p × p` block of an idempotent `n × n` matrix, then
`rank (D - D²) ≤ n - p`. -/
theorem rank_defect_leading_block_le {n p : ℕ} (hp : p ≤ n) {X : Matrix (Fin n) (Fin n) ℂ}
    (h : X * X = X) (D : Matrix (Fin p) (Fin p) ℂ)
    (hD : D = X.submatrix (Fin.castLE hp) (Fin.castLE hp)) :
    (D - D * D).rank ≤ n - p := by
  obtain ⟨q, rfl⟩ := Nat.exists_eq_add_of_le hp
  have hY : X.submatrix finSumFinEquiv finSumFinEquiv * X.submatrix finSumFinEquiv finSumFinEquiv
      = X.submatrix finSumFinEquiv finSumFinEquiv := by
    rw [submatrix_mul_equiv, h]
  have hf : D = fragment (X.submatrix finSumFinEquiv finSumFinEquiv) := by
    rw [hD]
    ext i j
    rfl
  rw [hf, defect_eq hY]
  -- the defect factors through the `q` environment orbitals
  refine (rank_mul_le_left _ _).trans ((rank_le_card_width _).trans ?_)
  simp

/-- A change of orbital basis `M ↦ U M V` with `V U = 1` preserves the rank. -/
theorem rank_conj [DecidableEq m] {U V : Matrix m m ℂ} (h : V * U = 1) (M : Matrix m m ℂ) :
    (U * M * V).rank = M.rank := by
  apply le_antisymm
  · exact (rank_mul_le_left _ _).trans (rank_mul_le_right _ _)
  · have e : V * (U * M * V) * U = M := by
      calc V * (U * M * V) * U = (V * U) * M * (V * U) := by noncomm_ring
        _ = M := by rw [h, one_mul, mul_one]
    calc M.rank = (V * (U * M * V) * U).rank := by rw [e]
      _ ≤ (U * M * V).rank := (rank_mul_le_left _ _).trans (rank_mul_le_right _ _)

/-- The number of fractional natural occupations of a Hermitian density `D` is the rank of
`D - D²`. -/
theorem fractionalCount_eq_rank [DecidableEq m] {D : Matrix m m ℂ} (hD : D.IsHermitian) :
    fractionalCount hD = (D - D * D).rank := by
  have key : ∀ U L V : Matrix m m ℂ, V * U = 1 → D = U * L * V →
      (D - D * D).rank = (L - L * L).rank := by
    intro U L V hVU h
    have e : D - D * D = U * (L - L * L) * V := by
      rw [h]
      calc U * L * V - U * L * V * (U * L * V)
          = U * L * V - U * L * (V * U) * L * V := by noncomm_ring
        _ = U * (L - L * L) * V := by rw [hVU]; noncomm_ring
    rw [e, rank_conj hVU]
  -- natural orbitals diagonalise `D`
  have hspec : D = (hD.eigenvectorUnitary : Matrix m m ℂ)
      * diagonal (fun i => (hD.eigenvalues i : ℂ))
      * star (hD.eigenvectorUnitary : Matrix m m ℂ) := by
    exact hD.spectral_theorem
  have hx : ∀ x : ℝ, (x ≠ 0 ∧ x ≠ 1) ↔ (x : ℂ) - x * x ≠ 0 := by
    intro x
    have e : (x : ℂ) - x * x = ((x * (1 - x) : ℝ) : ℂ) := by
      push_cast
      ring
    rw [e, Complex.ofReal_ne_zero, mul_ne_zero_iff, sub_ne_zero]
    exact ⟨fun h => ⟨h.1, h.2.symm⟩, fun h => ⟨h.1, h.2.symm⟩⟩
  rw [key _ _ _ (mem_unitaryGroup_iff'.1 hD.eigenvectorUnitary.2) hspec,
    diagonal_mul_diagonal, diagonal_sub, rank_diagonal, ← Nat.card_eq_fintype_card]
  exact Nat.card_congr (Equiv.subtypeEquivRight fun i => hx _)

/-- For a Hermitian idempotent density, the number of fractional natural occupations of the
fragment block equals the rank of the coupling block and is at most the number of
environment orbitals. -/
theorem fractionalCount_fragment [DecidableEq m] {X : Matrix (m ⊕ k) (m ⊕ k) ℂ}
    (hX : X.IsHermitian) (h : X * X = X) :
    fractionalCount (D := fragment X) (hX.submatrix Sum.inl) = (coupling X).rank ∧
      fractionalCount (D := fragment X) (hX.submatrix Sum.inl) ≤ Fintype.card k := by
  have hB : X.submatrix Sum.inr Sum.inl = (coupling X)ᴴ := by
    ext i j
    exact (hX.apply (Sum.inr i) (Sum.inl j)).symm
  -- `D - D² = B Bᴴ`
  have e : fractionalCount (D := fragment X) (hX.submatrix Sum.inl) = (coupling X).rank := by
    refine (fractionalCount_eq_rank (D := fragment X) _).trans ?_
    rw [defect_eq h, hB, rank_self_mul_conjTranspose]
  exact ⟨e, e.le.trans (rank_le_card_width _)⟩

/-- If a determinant of orthonormal orbitals has fragment block `D`, the number of fractional
occupations of `D` is at most the number of environment orbitals and of electrons. -/
theorem fractionalCount_slater_le [DecidableEq m] [DecidableEq N] {C : Matrix (m ⊕ k) N ℂ}
    (hC : Cᴴ * C = 1) {D : Matrix m m ℂ} (hD : D.IsHermitian)
    (hmatch : fragment (slaterDensity C) = D) :
    fractionalCount hD ≤ min (Fintype.card k) (Fintype.card N) := by
  subst hmatch
  have hid : slaterDensity C * slaterDensity C = slaterDensity C := by
    unfold slaterDensity
    rw [Matrix.mul_assoc, ← Matrix.mul_assoc Cᴴ, hC, Matrix.one_mul]
  refine le_min (fractionalCount_fragment (isHermitian_mul_conjTranspose_self C) hid).2 ?_
  -- `D = C₁ C₁ᴴ` factors through the occupied orbitals
  have e : fragment (slaterDensity C)
      = C.submatrix Sum.inl id * (C.submatrix Sum.inl id)ᴴ := by
    ext i j
    simp [fragment, slaterDensity, mul_apply]
  have e2 : ∀ A : Matrix m m ℂ, A - A * A = A * (1 - A) := fun A => by noncomm_ring
  rw [fractionalCount_eq_rank, e2]
  refine (rank_mul_le_left _ _).trans ?_
  rw [e]
  exact (rank_mul_le_left _ _).trans (rank_le_card_width _)

/-- A fragment density with more fractional occupations than there are environment orbitals or
electrons is not the fragment block of a mean-field density of `h + u` for any Hermitian
correlation potential `u`. -/
theorem no_correlation_potential [DecidableEq m] (h : Matrix (m ⊕ k) (m ⊕ k) ℂ) (Ne : ℕ)
    {D : Matrix m m ℂ} (hD : D.IsHermitian)
    (hfrac : min (Fintype.card k) Ne < fractionalCount hD) :
    ¬ ∃ u X : Matrix (m ⊕ k) (m ⊕ k) ℂ,
      u.IsHermitian ∧ IsMeanFieldDensity (h + u) Ne X ∧ fragment X = D := by
  rintro ⟨u, X, -, ⟨C, ε, hC, -, rfl⟩, hm⟩
  have := fractionalCount_slater_le hC hD hm
  rw [Fintype.card_fin] at this
  exact not_lt_of_ge this hfrac

/-- The density with all entries 1/3 on two fragment sites and one environment site. -/
def uniform : Matrix (Fin 2 ⊕ Fin 1) (Fin 2 ⊕ Fin 1) ℂ :=
  of fun _ _ => 1 / 3

/-- The uniform three-site density is Hermitian and idempotent, and its fragment block has
exactly as many fractional occupations as there are environment orbitals. -/
theorem uniform_witness : ∃ hX : uniform.IsHermitian, uniform * uniform = uniform ∧
    fractionalCount (D := fragment uniform) (hX.submatrix Sum.inl) = Fintype.card (Fin 1) := by
  have hX : uniform.IsHermitian := by
    ext i j
    simp [uniform]
  have hid : uniform * uniform = uniform := by
    ext i j
    simp [uniform, mul_apply]
  refine ⟨hX, hid, le_antisymm (fractionalCount_fragment hX hid).2 ?_⟩
  rw [(fractionalCount_fragment hX hid).1, Fintype.card_fin, Nat.one_le_iff_ne_zero]
  intro h0
  unfold Matrix.rank at h0
  rw [Submodule.finrank_eq_zero, LinearMap.range_eq_bot] at h0
  have := congrFun (LinearMap.congr_fun h0 (fun _ => 1)) 0
  simp [coupling, uniform, mulVec, dotProduct] at this

/-- The two-site density with diagonal entries 1/2 and no off-diagonal entries has two
fractional occupations. -/
theorem halfFilled_witness :
    ∃ hD : (!![1 / 2, 0; 0, 1 / 2] : Matrix (Fin 2) (Fin 2) ℂ).IsHermitian,
      fractionalCount hD = 2 := by
  have hD : (!![1 / 2, 0; 0, 1 / 2] : Matrix (Fin 2) (Fin 2) ℂ).IsHermitian := by
    ext i j
    fin_cases i <;> fin_cases j <;> simp
  refine ⟨hD, ?_⟩
  have e : (!![1 / 2, 0; 0, 1 / 2] : Matrix (Fin 2) (Fin 2) ℂ)
      - !![1 / 2, 0; 0, 1 / 2] * !![1 / 2, 0; 0, 1 / 2] = !![1 / 4, 0; 0, 1 / 4] := by
    ext i j
    fin_cases i <;> fin_cases j <;> simp <;> norm_num
  have hu : IsUnit (!![1 / 4, 0; 0, 1 / 4] : Matrix (Fin 2) (Fin 2) ℂ) := by
    rw [isUnit_iff_isUnit_det, det_fin_two_of, isUnit_iff_ne_zero]
    norm_num
  rw [fractionalCount_eq_rank, e, rank_of_isUnit _ hu, Fintype.card_fin]

end

end FragmentIdempotency
```

```lean
#print axioms FragmentIdempotency.rank_defect_leading_block_le
#print axioms FragmentIdempotency.fractionalCount_fragment
#print axioms FragmentIdempotency.no_correlation_potential
```

```
'FragmentIdempotency.rank_defect_leading_block_le' depends on axioms: [propext, Classical.choice, Quot.sound]
'FragmentIdempotency.fractionalCount_fragment' depends on axioms: [propext, Classical.choice, Quot.sound]
'FragmentIdempotency.no_correlation_potential' depends on axioms: [propext, Classical.choice, Quot.sound]
```

## Densities, occupations and the correlation potential in Lean

The finite types `m` and `k` label fragment and environment orbitals, so $p$ is `Fintype.card m` and $q$ is `Fintype.card k`; either may be empty. The definitions `fragment X` and `coupling X` are $D$ and $B$. The basis is orthonormal, with no overlap matrix, and occupations are per spin orbital, so the integer values are $0$ and $1$; a spin-summed closed-shell density must first be halved. `slaterDensity C` is $CC^\dagger$ for any matrix `C`. It is the density of a determinant when $C^\dagger C=1$, which the theorems about it assume, and then $X_{ij}=\langle c_j^\dagger c_i\rangle$ with $c_i$ the annihilation operator of orbital $i$. `fractionalCount hD` counts eigenvalues different from $0$ and $1$ with multiplicity, and would also count one outside $[0,1]$.

`rank_defect_leading_block_le` is your inequality literally: for any idempotent complex $n\times n$ matrix, Hermitian or not, and its leading $p\times p$ block, selected by `Fin.castLE hp`, it gives `(D - D * D).rank ≤ n - p`. `fractionalCount_fragment` gives $f(D)=\operatorname{rank}B$ and $f(D)\le q$ for Hermitian idempotent $X$. `fractionalCount_slater_le` gives $f(D)\le\min(q,N_e)$, where the type `N` labels the occupied orbitals.

`IsMeanFieldDensity H Ne X` says $X=CC^\dagger$ with $C^\dagger C=1$ and $HC=C\operatorname{diag}(\varepsilon)$ for real orbital energies $\varepsilon_a$. This definition postulates the physics of a single determinant of non-interacting electrons, with `Ne` levels singly occupied and the others empty, for any choice of levels, so excited determinants are included. `no_correlation_potential` then states: for any matrix `h` and Hermitian `D` with $\min(q,N_e)<f(D)$, there is no Hermitian `u` on the full space with a mean-field density of `h + u` whose fragment block equals `D`.

The target is an arbitrary Hermitian matrix; no many-body state enters. The condition $f(D)\le\min(q,N_e)$ is shown necessary for a match, not sufficient. The matching is exact and concerns one fragment, so nothing is said about the size of a least-squares residual. Ensemble densities and mean-field states with pairing are not covered.

## From the block identity to the no-go theorem

`defect_eq` takes the $(i,j)$ fragment entry of $X^2=X$, splits the sum into fragment and environment parts with `Fintype.sum_sum_type`, and rearranges by `linear_combination -e`, which is $D-D^2=BB'$. `rank_defect_leading_block_le` writes $n=p+q$, relabels the indices with `finSumFinEquiv`, and applies `rank_mul_le_left` and `rank_le_card_width`, the two rank bounds used above.

`rank_conj` proves $\operatorname{rank}(UMV)=\operatorname{rank}M$ for square matrices with $VU=1$: one inequality is the product bound, the other applies it to $M=V(UMV)U$. In `fractionalCount_eq_rank`, `key` uses the factorisation of $D-D^2$ to equate its rank with that of $\Lambda-\Lambda^2$, `hspec` is the spectral theorem, `hx` is the criterion $\lambda(1-\lambda)\ne0$, and `rank_diagonal` turns the rank into a count. `fractionalCount_fragment` identifies $B'=B^\dagger$ in `hB` and uses `rank_self_mul_conjTranspose` for $\operatorname{rank}BB^\dagger=\operatorname{rank}B$. In `fractionalCount_slater_le`, `hid` is the idempotency of $CC^\dagger$, `e` is $D=C_1C_1^\dagger$ and `e2` is the identity $A-A^2=A(1-A)$ for square $A$, applied to $D$. `no_correlation_potential` unpacks $C$ and contradicts this bound. Its `rintro` pattern discards the Hermiticity of `u` and the eigenvalue equation, so the obstruction comes from the determinant form alone.

## Two small examples

`uniform` has all entries $1/3$ on two fragment sites and one environment site, the density of one electron in the normalised orbital $(1,1,1)/\sqrt3$. `uniform_witness` proves that it is Hermitian and idempotent and that $f(D)=1=q$, so the bound is attained. The upper bound comes from `fractionalCount_fragment`, the lower one from $B\neq0$. `halfFilled_witness` takes $D=\operatorname{diag}(\tfrac12,\tfrac12)$, finds $D-D^2=\operatorname{diag}(\tfrac14,\tfrac14)$ invertible, and concludes $f(D)=2$. With one environment orbital, $\min(1,N_e)<2$ for every $N_e$, which is the hypothesis `hfrac`. If these three orbitals were the whole spin-orbital space, every pure state of fixed electron number would be a determinant and could not produce this target. It does arise when they form one spin sector of three sites: the singlet with one electron on each fragment site has the density $\operatorname{diag}(\tfrac12,\tfrac12,0)$ for each spin.

## Aufbau filling and a fragment-local potential

A model closer to a typical fit would occupy the $N_e$ lowest levels of $h+u$ and let $u$ act only within fragments, with no elements between different fragments. Its densities are among those admitted by `IsMeanFieldDensity`, so its no-go statement would be a special case of the one proved, at the price of ordering the levels. Replacing the determinant by a Fermi–Dirac density changes the conclusion, because idempotency is lost. As an illustration that the file does not contain, $D=\operatorname{diag}(\tfrac12,\tfrac12)$ is the thermal density of two levels at the chemical potential, with no environment at all.
